# A relative matrix error below 1/κ keeps a linear system solvable and bounds the change in its solution

## How wrong are my coefficients if the matrix is slightly wrong?

My density-fitting code solves $Ax=b$ with a matrix of Coulomb integrals that carries screening and rounding errors. The solver reports a tiny residual, but that only tells me that the altered system has been solved. The coefficients may still be far from the right ones, and for a nearly dependent auxiliary basis the altered matrix might even be singular.

The claim I would like to rely on is this. Let $A$ be invertible, let $E$ be the error in it, and use the operator norm. Put $\kappa=\|A\|\,\|A^{-1}\|$ and $e=\|E\|/\|A\|$. If $\kappa e<1$, then $A+E$ is invertible, and $Ax=b$, $(A+E)y=b$ imply

$$\|y-x\|\le\frac{\kappa e}{1-\kappa e}\,\|x\| .$$

Can this be made rigorous and machine-checked? And is the bound ever reached, or is it just pessimistic?

## Solvability from a geometric series, the bound from one rearrangement

The claim holds, and in finite dimension every invertible $A$ has perturbations that reach the bound for a suitably chosen right-hand side. Everything starts from the identity

$$\kappa e=\|A\|\,\|A^{-1}\|\,\frac{\|E\|}{\|A\|}=\|A^{-1}\|\,\|E\| .$$

**Invertibility.** Write $A+E=A(1+K)$ with $K=A^{-1}E$. Then $\|K\|\le\|A^{-1}\|\|E\|=\kappa e<1$, so the series $S=\sum_{n\ge0}(-K)^n$ converges. Its partial sums telescope:

$$(1+K)\sum_{n=0}^{N}(-K)^n=1-(-K)^{N+1}\longrightarrow 1 ,$$

and the same holds with the factors in the other order. Hence $S=(1+K)^{-1}$, and $(A+E)^{-1}=SA^{-1}$.

**The error bound.** Allow an error $f$ in the right-hand side too, so that $(A+E)y=b+f$. Subtracting $Ax=b$ gives $A(y-x)=f-Ey$, that is, $y-x=A^{-1}(f-Ey)$. With $\|y\|\le\|x\|+\|y-x\|$,

$$\|y-x\|\le\|A^{-1}\|\,\|f\|+\kappa e\,\bigl(\|x\|+\|y-x\|\bigr).$$

Collecting the terms in $\|y-x\|$ yields

$$(1-\kappa e)\,\|y-x\|\le\kappa e\,\|x\|+\|A^{-1}\|\,\|f\| .$$

For $f=0$, division by the positive number $1-\kappa e$ gives your bound. For $f\neq0$ and $b\ne0$, use $\|b\|\le\|A\|\|x\|$ to get

$$\|A^{-1}\|\,\|f\|=\|A^{-1}\|\,\frac{\|f\|}{\|b\|}\,\|b\|\le\kappa\,\frac{\|f\|}{\|b\|}\,\|x\| ,$$

and therefore

$$\|y-x\|\le\frac{\kappa}{1-\kappa e}\left(e+\frac{\|f\|}{\|b\|}\right)\|x\| .$$

**Reaching the bound.** In finite dimension the unit ball is compact, so some unit vector $w$ satisfies $\|A^{-1}w\|=\|A^{-1}\|$. Put $x=A^{-1}w$, which has norm $\|A^{-1}\|$, and choose a linear functional $g$ with $\|g\|=1$ and $g(x)=\|x\|$. Define

$$Ev=-\frac{g(v)}{\|A^{-1}\|}\,w .$$

Then $\|E\|=1/\|A^{-1}\|$, so $\kappa e=1$. Also $Ex=-w=-Ax$, so $(A+E)x=0$ and $A+E$ is singular. In the Euclidean norm, this $E$ removes a smallest singular value of $A$.

Now use $tE$ with $0\le t<1$ instead. Its relative size gives $\kappa e=t$, and $(A+tE)x=(1-t)Ax$. The perturbed system with right-hand side $Ax$ is thus solved by $y=x/(1-t)$, and

$$\|y-x\|=\frac{t}{1-t}\,\|x\| ,$$

which is equality. The relative change $t/(1-t)$ is the same if $x$ is normalised.

## A two-by-two system with κ = 100

Take the Euclidean norm and $A=\mathrm{diag}(1,\,0.01)$, so $\|A\|=1$, $\|A^{-1}\|=100$ and $\kappa=100$. Let $E=\mathrm{diag}(0,\,-0.001)$. Then $e=0.001$ and $\kappa e=0.1$, so the bound allows a relative change of $0.1/0.9=1/9$.

- For $b=(0,\,0.01)$, the exact solution is $x=(0,1)$ and the perturbed one is $y=(0,\,0.01/0.009)=(0,\,10/9)$. The change is exactly $1/9$: a matrix error of 0.1 % has become a solution error of 11 %.
- For $b=(1,0)$, both solutions are $(1,0)$ and nothing changes.

For this $E$ the bound is reached by the worst right-hand side, not by each one. Since it uses only the size of $E$, it can also be too large for every right-hand side: with $E=\mathrm{diag}(0,\,+0.001)$ the bound is again $1/9$, but the largest relative change is $1/11$. With $E=\mathrm{diag}(0,\,-0.01)$ we have $\kappa e=1$, and $A+E$ is singular.

## What the Lean theorems say

The scalars `𝕜` are real or complex, and `V` is a normed space over them. `V →L[𝕜] V` is the space of bounded linear operators with the operator norm. An element `A` of `(V →L[𝕜] V)ˣ` is an operator together with a bounded two-sided inverse; `A.val` is the operator and `(A⁻¹).val` its inverse. Your $\kappa$ is `cond A`, and your $e$ is `relErr A E`. The hypothesis `Nontrivial V` excludes the zero space, so $\|A\|>0$ and $e$ is a genuine quotient.

- `perturbed_system` is your claim. `IsUnit (A.val + E)` says that $A+E$ is invertible, and the bound follows for all `b`, `x`, `y` that solve the two systems. `CompleteSpace V` is what lets the geometric series converge; it is automatic in finite dimension.
- `perturbed_system_and_source` treats simultaneous errors in the matrix and in a nonzero right-hand side. It takes the solution `y` as given.
- `threshold_sharp` says that, in finite dimension, every invertible $A$ has a perturbation with $\kappa e=1$ that makes $A+E$ singular.
- `error_bound_sharp` says that, in finite dimension, for every $A$ and every $0\le t<1$ there are a perturbation with $\kappa e=t$ and a nonzero solution $x$ for which the bound is an equality.

A matrix enters as the operator it defines on $\mathbb{R}^n$ or $\mathbb{C}^n$ with whichever vector norm you choose, and the same norm measures solutions and right-hand sides. The theorems don't estimate $\kappa$ for a given matrix, and they use only the overall size of $E$, not its sparsity or symmetry. For density fitting or linear-response equations, they bound the effect of matrix errors on the solution of one fixed linear system, not on a self-consistent cycle in which the matrix depends on the solution.

The statement could also have been modelled with `Matrix n n ℂ` and one selected matrix norm. Matrix entries would then be directly accessible, but the result would be confined to finite dimension and to that norm. The operator version covers all vector norms at once, and its invertibility statement and error bounds hold for bounded operators on Banach spaces as well; the two sharpness theorems are proved in finite dimension only.

```lean
import Mathlib

open Metric

namespace LinearSystemConditioning

noncomputable section

variable {𝕜 V : Type*} [RCLike 𝕜] [NormedAddCommGroup V] [NormedSpace 𝕜 V]

/-- The condition number `κ = ‖A‖ ‖A⁻¹‖` of an invertible operator, in operator norm. -/
def cond (A : (V →L[𝕜] V)ˣ) : ℝ := ‖A.val‖ * ‖(A⁻¹).val‖

/-- The relative size `e = ‖E‖ / ‖A‖` of a perturbation `E` of the operator `A`. -/
def relErr (A : (V →L[𝕜] V)ˣ) (E : V →L[𝕜] V) : ℝ := ‖E‖ / ‖A.val‖

/-- Applying `A` and then its inverse returns the original vector. -/
lemma inv_apply_apply (A : (V →L[𝕜] V)ˣ) (v : V) : (A⁻¹).val (A.val v) = v :=
  DFunLike.congr_fun A.inv_mul v

/-- An invertible operator on a nonzero space has positive norm. -/
lemma norm_unit_pos [Nontrivial V] (A : (V →L[𝕜] V)ˣ) : 0 < ‖A.val‖ := by
  refine norm_pos_iff.2 fun h => ?_
  obtain ⟨v, hv⟩ := exists_ne (0 : V)
  apply hv
  have h1 : A.val v = 0 := by rw [h]; rfl
  rw [← inv_apply_apply A v, h1, map_zero]

/-- The product of condition number and relative perturbation is `‖A⁻¹‖ ‖E‖`. -/
lemma cond_mul_relErr [Nontrivial V] (A : (V →L[𝕜] V)ˣ) (E : V →L[𝕜] V) :
    cond A * relErr A E = ‖(A⁻¹).val‖ * ‖E‖ := by
  have h := (norm_unit_pos A).ne'
  unfold cond relErr
  field_simp

/-- Error balance for `A x = b` and `(A + E) y = b + f`: the deviation satisfies `(1 - κ e) ‖y - x‖
≤ κ e ‖x‖ + ‖A⁻¹‖ ‖f‖`. -/
theorem error_balance [Nontrivial V] (A : (V →L[𝕜] V)ˣ) (E : V →L[𝕜] V) {b f x y : V}
    (hx : A.val x = b) (hy : (A.val + E) y = b + f) :
    ‖y - x‖ * (1 - cond A * relErr A E) ≤
      cond A * relErr A E * ‖x‖ + ‖(A⁻¹).val‖ * ‖f‖ := by
  -- the deviation solves the unperturbed system with source `f - E y`
  have h1 : y - x = (A⁻¹).val (f - E y) := by
    have h : A.val (y - x) = f - E y := by
      have h2 : A.val y + E y = b + f := hy
      rw [map_sub, hx, eq_sub_of_add_eq h2]
      abel
    rw [← h, inv_apply_apply]
  have h3 : ‖y‖ ≤ ‖x‖ + ‖y - x‖ := by simpa using norm_add_le x (y - x)
  have h4 : ‖f - E y‖ ≤ ‖f‖ + ‖E‖ * (‖x‖ + ‖y - x‖) := by
    have h5 := norm_sub_le f (E y)
    have h6 := E.le_opNorm y
    have h7 := mul_le_mul_of_nonneg_left h3 (norm_nonneg E)
    linarith
  have h8 : ‖y - x‖ ≤ ‖(A⁻¹).val‖ * ‖f - E y‖ :=
    (congrArg norm h1).le.trans ((A⁻¹).val.le_opNorm _)
  have h9 := mul_le_mul_of_nonneg_left h4 (norm_nonneg (A⁻¹).val)
  rw [cond_mul_relErr]
  linarith

/-- On a complete space, if `κ e < 1`, the perturbed operator `A + E` is invertible, and the
solutions of `A x = b` and `(A + E) y = b` satisfy `‖y - x‖ ≤ κ e ‖x‖ / (1 - κ e)`. -/
theorem perturbed_system [Nontrivial V] [CompleteSpace V] (A : (V →L[𝕜] V)ˣ)
    (E : V →L[𝕜] V) (h : cond A * relErr A E < 1) :
    IsUnit (A.val + E) ∧ ∀ b x y : V, A.val x = b → (A.val + E) y = b →
      ‖y - x‖ ≤ cond A * relErr A E * ‖x‖ / (1 - cond A * relErr A E) := by
  constructor
  · -- Neumann series: `E` is smaller than `1 / ‖A⁻¹‖`
    have hE : ‖E‖ < ‖(A⁻¹).val‖⁻¹ := by
      rw [cond_mul_relErr] at h
      rw [← one_div, lt_div_iff₀ (norm_unit_pos A⁻¹)]
      linarith
    exact ⟨Units.add A E hE, rfl⟩
  · intro b x y hx hy
    have key := error_balance A E (f := 0) hx (by rw [hy, add_zero])
    rw [norm_zero, mul_zero, add_zero] at key
    rwa [le_div_iff₀ (sub_pos.2 h)]

/-- If `κ e < 1` and both the operator and a nonzero right-hand side carry errors, the relative
errors add up and are amplified by at most `κ / (1 - κ e)`. -/
theorem perturbed_system_and_source [Nontrivial V] (A : (V →L[𝕜] V)ˣ) (E : V →L[𝕜] V)
    (h : cond A * relErr A E < 1) {b f x y : V} (hb : b ≠ 0)
    (hx : A.val x = b) (hy : (A.val + E) y = b + f) :
    ‖y - x‖ ≤ cond A / (1 - cond A * relErr A E) * (relErr A E + ‖f‖ / ‖b‖) * ‖x‖ := by
  have key := error_balance A E hx hy
  have hbx : ‖b‖ ≤ ‖A.val‖ * ‖x‖ := hx ▸ A.val.le_opNorm x
  -- measure `f` relative to `b`, and `b` by `‖A‖ ‖x‖`
  have hf : ‖f‖ ≤ ‖f‖ / ‖b‖ * (‖A.val‖ * ‖x‖) := by
    have h1 : ‖f‖ / ‖b‖ * ‖b‖ = ‖f‖ := div_mul_cancel₀ _ (norm_ne_zero_iff.2 hb)
    have h2 := mul_le_mul_of_nonneg_left hbx (div_nonneg (norm_nonneg f) (norm_nonneg b))
    linarith
  have hf' : ‖(A⁻¹).val‖ * ‖f‖ ≤ cond A * (‖f‖ / ‖b‖) * ‖x‖ := by
    refine (mul_le_mul_of_nonneg_left hf (norm_nonneg _)).trans (le_of_eq ?_)
    unfold cond
    ring
  have e1 : cond A / (1 - cond A * relErr A E) * (relErr A E + ‖f‖ / ‖b‖) * ‖x‖ =
      (cond A * relErr A E * ‖x‖ + cond A * (‖f‖ / ‖b‖) * ‖x‖) /
        (1 - cond A * relErr A E) := by ring
  rw [e1, le_div_iff₀ (sub_pos.2 h)]
  linarith

/-- In finite dimension an operator attains its norm on the unit ball. -/
lemma norm_attained [FiniteDimensional 𝕜 V] (T : V →L[𝕜] V) :
    ∃ w : V, ‖w‖ ≤ 1 ∧ ‖T w‖ = ‖T‖ := by
  have : ProperSpace V := FiniteDimensional.proper 𝕜 V
  obtain ⟨w, hw, hmax⟩ := (isCompact_closedBall (0 : V) 1).exists_isMaxOn
    ⟨0, by simp⟩ T.continuous.norm.continuousOn
  have hw1 : ‖w‖ ≤ 1 := mem_closedBall_zero_iff.1 hw
  refine ⟨w, hw1, le_antisymm (T.unit_le_opNorm w hw1) ?_⟩
  refine T.opNorm_le_bound (norm_nonneg _) fun v => ?_
  by_cases hv0 : v = 0
  · simp [hv0]
  have hv : 0 < ‖v‖ := norm_pos_iff.2 hv0
  have hn : ‖((‖v‖⁻¹ : ℝ) : 𝕜) • v‖ = 1 := by
    rw [norm_smul, RCLike.norm_ofReal, abs_of_pos (inv_pos.2 hv), inv_mul_cancel₀ hv.ne']
  have h : ‖T (((‖v‖⁻¹ : ℝ) : 𝕜) • v)‖ ≤ ‖T w‖ := hmax (mem_closedBall_zero_iff.2 hn.le)
  rw [map_smul, norm_smul, RCLike.norm_ofReal, abs_of_pos (inv_pos.2 hv),
    inv_mul_le_iff₀ hv] at h
  linarith

/-- Every invertible operator in finite dimension has a perturbation with `κ e = 1` that cancels
it on some nonzero vector. -/
theorem critical_perturbation [Nontrivial V] [FiniteDimensional 𝕜 V] (A : (V →L[𝕜] V)ˣ) :
    ∃ (E : V →L[𝕜] V) (x : V), x ≠ 0 ∧ cond A * relErr A E = 1 ∧ E x = -(A.val x) := by
  obtain ⟨w, hw, hBw⟩ := norm_attained (A⁻¹).val
  have hB := norm_unit_pos A⁻¹
  have hw1 : ‖w‖ = 1 := by
    refine le_antisymm hw ?_
    have h := (A⁻¹).val.le_opNorm w
    rw [hBw] at h
    nlinarith
  have hx : (A⁻¹).val w ≠ 0 := norm_pos_iff.1 (hBw ▸ hB)
  have hAx : A.val ((A⁻¹).val w) = w := DFunLike.congr_fun A.mul_inv w
  -- rank-one perturbation built from a norming functional of `A⁻¹ w`
  obtain ⟨g, hg, hgx⟩ := exists_dual_vector 𝕜 ((A⁻¹).val w) (norm_ne_zero_iff.2 hx)
  refine ⟨((-‖(A⁻¹).val‖⁻¹ : ℝ) : 𝕜) • g.smulRight w, (A⁻¹).val w, hx, ?_, ?_⟩
  · rw [cond_mul_relErr, norm_smul, RCLike.norm_ofReal, abs_neg, abs_of_pos (inv_pos.2 hB),
      ContinuousLinearMap.norm_smulRight_apply, hg, hw1, mul_one, mul_one,
      mul_inv_cancel₀ hB.ne']
  · change ((-‖(A⁻¹).val‖⁻¹ : ℝ) : 𝕜) • (g ((A⁻¹).val w) • w) = _
    rw [hAx, hgx, hBw, smul_smul, ← RCLike.ofReal_mul, neg_mul, inv_mul_cancel₀ hB.ne',
      RCLike.ofReal_neg, RCLike.ofReal_one, neg_smul, one_smul]

/-- For every invertible `A` in finite dimension, some perturbation with `κ e = 1` makes `A + E`
singular. -/
theorem threshold_sharp [Nontrivial V] [FiniteDimensional 𝕜 V] (A : (V →L[𝕜] V)ˣ) :
    ∃ E : V →L[𝕜] V, cond A * relErr A E = 1 ∧ ¬ IsUnit (A.val + E) := by
  obtain ⟨E, x, hx, hE, hEx⟩ := critical_perturbation A
  refine ⟨E, hE, ?_⟩
  rintro ⟨U, hU⟩
  have h0 : U.val x = 0 := by
    rw [hU]
    change A.val x + E x = 0
    rw [hEx, add_neg_cancel]
  exact hx (by rw [← inv_apply_apply U x, h0, map_zero])

/-- For every invertible `A` in finite dimension and every `0 ≤ t < 1`, some perturbation with
`κ e = t` and some nonzero solution `x` attain equality in the error bound. -/
theorem error_bound_sharp [Nontrivial V] [FiniteDimensional 𝕜 V] (A : (V →L[𝕜] V)ˣ)
    {t : ℝ} (ht0 : 0 ≤ t) (ht1 : t < 1) :
    ∃ (E : V →L[𝕜] V) (x y : V), x ≠ 0 ∧ cond A * relErr A E = t ∧
      (A.val + E) y = A.val x ∧ ‖y - x‖ = t * ‖x‖ / (1 - t) := by
  obtain ⟨E, x, hx, hE, hEx⟩ := critical_perturbation A
  have hpos : 0 < 1 - t := sub_pos.2 ht1
  have hne : 1 - t ≠ 0 := hpos.ne'
  -- scale the critical perturbation by `t`; the solution is stretched by `1 / (1 - t)`
  refine ⟨(t : 𝕜) • E, x, (((1 - t)⁻¹ : ℝ) : 𝕜) • x, hx, ?_, ?_, ?_⟩
  · rw [cond_mul_relErr] at hE ⊢
    rw [norm_smul, RCLike.norm_ofReal, abs_of_nonneg ht0, mul_left_comm, hE, mul_one]
  · have hs : (((1 - t)⁻¹ : ℝ) : 𝕜) * (1 - (t : 𝕜)) = 1 := by
      rw [← RCLike.ofReal_one (K := 𝕜), ← RCLike.ofReal_sub, ← RCLike.ofReal_mul,
        inv_mul_cancel₀ hne]
    change A.val ((((1 - t)⁻¹ : ℝ) : 𝕜) • x) + (t : 𝕜) • E ((((1 - t)⁻¹ : ℝ) : 𝕜) • x) = _
    rw [map_smul, map_smul, hEx]
    generalize (((1 - t)⁻¹ : ℝ) : 𝕜) = s at hs ⊢
    have h : s • A.val x + (t : 𝕜) • s • (-(A.val x)) = (s * (1 - (t : 𝕜))) • A.val x := by
      module
    rw [h, hs, one_smul]
  · have hr : (1 - t)⁻¹ - 1 = t / (1 - t) := by
      rw [eq_div_iff hne, sub_mul, inv_mul_cancel₀ hne]
      ring
    have hy : (((1 - t)⁻¹ : ℝ) : 𝕜) • x - x = ((t / (1 - t) : ℝ) : 𝕜) • x := by
      rw [← hr, RCLike.ofReal_sub, RCLike.ofReal_one, sub_smul, one_smul]
    rw [hy, norm_smul, RCLike.norm_ofReal, abs_of_nonneg (div_nonneg ht0 hpos.le)]
    ring

end

end LinearSystemConditioning
```

```lean
#print axioms LinearSystemConditioning.perturbed_system
-- 'LinearSystemConditioning.perturbed_system' depends on axioms: [propext, Classical.choice, Quot.sound]
#print axioms LinearSystemConditioning.perturbed_system_and_source
-- 'LinearSystemConditioning.perturbed_system_and_source' depends on axioms: [propext, Classical.choice, Quot.sound]
#print axioms LinearSystemConditioning.threshold_sharp
-- 'LinearSystemConditioning.threshold_sharp' depends on axioms: [propext, Classical.choice, Quot.sound]
#print axioms LinearSystemConditioning.error_bound_sharp
-- 'LinearSystemConditioning.error_bound_sharp' depends on axioms: [propext, Classical.choice, Quot.sound]
```

## How the Lean proof follows the derivation

**Preparation.** `inv_apply_apply` is $A^{-1}Av=v$. `norm_unit_pos` shows $\|A\|>0$: if $A$ were zero, applying $A^{-1}$ to $Av=0$ would make every vector zero. With that, `cond_mul_relErr` cancels $\|A\|$ and gives $\kappa e=\|A^{-1}\|\|E\|$.

**The inequality.** `error_balance` is the rearrangement with both errors present. Its step `h1` is $y-x=A^{-1}(f-Ey)$, `h3` is the triangle inequality for $\|y\|$, and `h4` bounds $\|f-Ey\|$. Step `h8` applies the operator-norm bound for $A^{-1}$, and `h9` multiplies `h4` by $\|A^{-1}\|$. The last `linarith` collects the terms in $\|y-x\|$.

**The main theorem.** In `perturbed_system`, the hypothesis is rewritten as $\|E\|<1/\|A^{-1}\|$. Mathlib's `Units.add` then supplies the invertible operator $A+E$, which replaces the series argument above. The bound is `error_balance` with `f := 0`, followed by division by $1-\kappa e$. In `perturbed_system_and_source`, `hbx` is $\|b\|\le\|A\|\|x\|$, and `hf'` is the resulting estimate of $\|A^{-1}\|\|f\|$.

**Sharpness.** `norm_attained` maximises $\|Tw\|$ over the compact closed unit ball, then rescales an arbitrary nonzero vector to length one to show that the maximum is $\|T\|$. This gives only $\|w\|\le1$. `critical_perturbation` obtains $\|w\|=1$ from $\|A^{-1}\|=\|A^{-1}w\|\le\|A^{-1}\|\|w\|$. The functional $g$ comes from `exists_dual_vector`, a form of the Hahn–Banach theorem, and `g.smulRight w` is the map $v\mapsto g(v)w$. The two final goals are $\kappa e=1$ and $Ex=-Ax$.

`threshold_sharp` assumes that $A+E$ has an inverse and applies it to $(A+E)x=0$, which contradicts $x\ne0$. `error_bound_sharp` inserts $tE$ and $y=x/(1-t)$. Its three remaining goals are $\kappa e=t$, the perturbed equation and the equality of norms, and the last uses $1/(1-t)-1=t/(1-t)$.
